# The uniform four-site chain has no perfect end-to-end state transfer

In a four-site chain with zero diagonal and all nearest-neighbour couplings equal to 1, the amplitude for an excitation to pass from one end to the other has modulus strictly below 1 at every real time. An excitation that starts at one end of this chain, isolated and free of noise, is therefore never certain to be found at the other end.

## From the modes to a parity contradiction

Number the sites 0 to 3, set $\hbar=1$, and let the couplings be $a,b,a$. Choose $p,q>0$ with $a^2=pq$ and $b=p-q$. For $a\neq0$ these are $p,q=(\sqrt{b^2+4a^2}\pm b)/2$. The normalised modes are

$$\frac{(a,p,p,a)}{\sqrt{2p(p+q)}},\quad \frac{(a,q,-q,-a)}{\sqrt{2q(p+q)}},\quad \frac{(a,-p,p,-a)}{\sqrt{2p(p+q)}},\quad \frac{(a,-q,-q,a)}{\sqrt{2q(p+q)}},$$

with energies $p,q,-p,-q$. For the first, $H$ gives $ap$ at the ends and $a^2+bp=p^2$ in the middle; the others are checked in the same way.

Let $A(t)=(e^{-itH})_{30}$. Each mode contributes the product of its two end components times its phase. Since $a^2=pq$, these products are $q/(2(p+q))$ and $p/(2(p+q))$ up to sign:

$$A(t)=\frac{q(e^{-ipt}-e^{ipt})+p(e^{iqt}-e^{-iqt})}{2(p+q)}
=i\,\frac{p\sin qt-q\sin pt}{p+q}.$$

Hence $|A(t)|\le1$, with equality exactly when the sines of $qt$ and $pt$ are $1$ and $-1$, in either order. Both cosines then vanish, so $qt=(2m+1)\pi/2$ and $pt=(2n+1)\pi/2$ for integers $m,n$. Eliminating $t$ gives

$$(2m+1)p=(2n+1)q.$$

For $a=b=1$ we have $p=(\sqrt5+1)/2$ and $q=(\sqrt5-1)/2$. The condition becomes $\sqrt5(m-n)=-(m+n+1)$, and squaring gives $5(m-n)^2=(m+n+1)^2$. But $m-n$ and $m+n+1$ have opposite parity, so one side is even and the other odd. Perfect transfer is impossible.

The same argument excludes couplings $\sqrt2,1,\sqrt2$: there $p=2$ and $q=1$, and $2(2m+1)=2n+1$ has no integer solution, although the evolution is periodic.

## Hamiltonian, propagator and amplitude in Lean

```lean
import Mathlib

open Matrix NormedSpace

namespace FourSiteStateTransfer

noncomputable section
```

The Hamiltonian is an explicit complex matrix acting on the one-excitation space, with real couplings.

```lean
/-- The Hamiltonian of an open four-site chain with zero diagonal and
nearest-neighbour couplings `a, b, a`. -/
def chain (a b : ℝ) : Matrix (Fin 4) (Fin 4) ℂ :=
  !![0, (a : ℂ), 0, 0; (a : ℂ), 0, (b : ℂ), 0; 0, (b : ℂ), 0, (a : ℂ); 0, 0, (a : ℂ), 0]
```

Time evolution is the matrix exponential itself, for any finite set of sites.

```lean
/-- The time-evolution operator `exp(-itH)`. -/
def propagator {n : Type*} [Fintype n] [DecidableEq n] (H : Matrix n n ℂ) (t : ℝ) :
    Matrix n n ℂ :=
  NormedSpace.exp ((-(Complex.I * (t : ℂ))) • H)
```

The amplitude is the entry with row 3 (arrival) and column 0 (departure).

```lean
/-- The amplitude for an excitation to go from the first to the last site in time `t`. -/
def endAmplitude (a b t : ℝ) : ℂ := propagator (chain a b) t 3 0
```

A different model would start from the 16-dimensional space of four spins with the XX interaction $\sum_j \tfrac{J_j}{2}(X_jX_{j+1}+Y_jY_{j+1})$, where $X_j,Y_j$ are Pauli matrices, the $J_j$ are $a,b,a$ and there is no external field. One would then have to prove that its one-excitation block is this matrix; the transfer amplitude would stay the same.

## The spectral sum and the closed form

The columns below are the modes before normalisation.

```lean
/-- For `p, q > 0` and `a² = pq`, the columns are unnormalised modes of `chain a (p - q)`, with
energies `p, q, -p, -q`. -/
def modes (a p q : ℝ) : Matrix (Fin 4) (Fin 4) ℂ :=
  !![(a : ℂ), (a : ℂ), (a : ℂ), (a : ℂ); (p : ℂ), (q : ℂ), -(p : ℂ), -(q : ℂ);
     (p : ℂ), -(q : ℂ), (p : ℂ), -(q : ℂ); (a : ℂ), -(a : ℂ), -(a : ℂ), (a : ℂ)]
```

The next theorem assumes $HP=PD$, with $D$ the diagonal matrix of energies, and $RP$ diagonal with nonzero entries $N_k$. Rescaling the rows of $R$ by $1/N_k$ gives $P^{-1}$, so $H=PDP^{-1}$. `Matrix.exp_conj` moves the exponential onto $D$, where it acts entry by entry.

```lean
/-- Spectral sum for the propagator: `P` holds the modes as columns, `e` their energies,
and `R` the dual modes as rows, with overlaps `N`. -/
theorem propagator_entry {n : Type*} [Fintype n] [DecidableEq n]
    (H P R : Matrix n n ℂ) (e : n → ℝ) (N : n → ℂ) (hN : ∀ k, N k ≠ 0)
    (hH : H * P = P * diagonal (fun k => (e k : ℂ))) (hR : R * P = diagonal N)
    (t : ℝ) (i j : n) :
    propagator H t i j =
      ∑ k, P i k * Complex.exp (-(Complex.I * (t : ℂ)) * (e k : ℂ)) * (R k j / N k) := by
  -- the rescaled dual modes form the inverse of the mode matrix
  have hQP : (diagonal (fun k => (N k)⁻¹) * R) * P = 1 := by
    rw [Matrix.mul_assoc, hR, Matrix.diagonal_mul_diagonal, ← Matrix.diagonal_one]
    congr 1
    funext k
    exact inv_mul_cancel₀ (hN k)
  have hPQ : P * (diagonal (fun k => (N k)⁻¹) * R) = 1 := mul_eq_one_comm.mp hQP
  have hinv : P⁻¹ = diagonal (fun k => (N k)⁻¹) * R := Matrix.inv_eq_right_inv hPQ
  have hunit : IsUnit P := ⟨⟨P, _, hPQ, hQP⟩, rfl⟩
  have hd : diagonal (fun k => -(Complex.I * (t : ℂ)) * (e k : ℂ)) =
      (-(Complex.I * (t : ℂ))) • diagonal (fun k => (e k : ℂ)) := by
    ext x y
    by_cases hxy : x = y
    · subst hxy
      simp
    · simp [hxy]
  have hc : (-(Complex.I * (t : ℂ))) • H =
      P * diagonal (fun k => -(Complex.I * (t : ℂ)) * (e k : ℂ)) * P⁻¹ := by
    rw [hd, Matrix.mul_smul, Matrix.smul_mul, ← hH, Matrix.mul_assoc, hinv, hPQ,
      Matrix.mul_one]
  -- exponentiate in the basis of modes
  rw [propagator, hc, Matrix.exp_conj _ _ hunit, Matrix.exp_diagonal, hinv, Matrix.mul_apply]
  refine Finset.sum_congr rfl fun k _ => ?_
  have hpi : ∀ f : n → ℂ, NormedSpace.exp f k = Complex.exp (f k) := by
    intro f
    rw [Complex.exp_eq_exp_ℂ]
    exact NormedSpace.map_exp (Pi.evalRingHom (fun _ : n => ℂ) k) (continuous_apply k) f
  rw [Matrix.mul_diagonal, Matrix.diagonal_mul, hpi, div_eq_mul_inv]
  ring
```

For the chain, `hH` checks the eigenvalue equations and `hR` the orthogonality and squared norms. The transpose suffices because the modes are real. `w1` and `w2` are the end-site weights found above, and the last step combines the phases into sines.

```lean
/-- The end-to-end amplitude of the chain with couplings `a, b, a`, where `p, q > 0`, `a² = pq` and
`b = p - q`, is `i (p sin(qt) - q sin(pt)) / (p + q)`. -/
theorem endAmplitude_eq {a b p q : ℝ} (hp : 0 < p) (hq : 0 < q) (ha : a ^ 2 = p * q)
    (hb : b = p - q) (t : ℝ) :
    endAmplitude a b t =
      Complex.I * (((p * Real.sin (q * t) - q * Real.sin (p * t)) / (p + q) : ℝ) : ℂ) := by
  subst hb
  have h : (a : ℂ) ^ 2 = p * q := by exact_mod_cast ha
  have p0 : (p : ℂ) ≠ 0 := by exact_mod_cast hp.ne'
  have q0 : (q : ℂ) ≠ 0 := by exact_mod_cast hq.ne'
  have s0 : (p : ℂ) + q ≠ 0 := by exact_mod_cast (add_pos hp hq).ne'
  have n1 : 2 * (p : ℂ) * (p + q) ≠ 0 := mul_ne_zero (mul_ne_zero two_ne_zero p0) s0
  have n2 : 2 * (q : ℂ) * (p + q) ≠ 0 := mul_ne_zero (mul_ne_zero two_ne_zero q0) s0
  have n3 : 2 * ((p : ℂ) + q) ≠ 0 := mul_ne_zero two_ne_zero s0
  have hexp : ∀ x : ℝ, Complex.exp (-(Complex.I * (t : ℂ)) * (x : ℂ)) =
      Complex.cos (x * t) - Complex.I * Complex.sin (x * t) := by
    intro x
    rw [show -(Complex.I * (t : ℂ)) * (x : ℂ) = (-((x : ℂ) * t)) * Complex.I by ring,
      Complex.exp_mul_I, Complex.cos_neg, Complex.sin_neg]
    ring
  -- the modes diagonalise the Hamiltonian and are orthogonal
  have hH : chain a (p - q) * modes a p q =
      modes a p q * diagonal (fun k => ((![p, q, -p, -q] k : ℝ) : ℂ)) := by
    ext i j
    rw [Matrix.mul_diagonal, Matrix.mul_apply, Fin.sum_univ_four]
    fin_cases i <;> fin_cases j <;>
      simp [chain, modes, -mul_eq_mul_left_iff, -mul_eq_mul_right_iff] <;>
      first
        | ring1
        | linear_combination h
        | linear_combination (-1 : ℂ) * h
  have hR : (modes a p q)ᵀ * modes a p q =
      diagonal ![2 * (p : ℂ) * (p + q), 2 * (q : ℂ) * (p + q),
        2 * (p : ℂ) * (p + q), 2 * (q : ℂ) * (p + q)] := by
    ext i j
    rw [Matrix.mul_apply, Fin.sum_univ_four]
    fin_cases i <;> fin_cases j <;>
      simp [modes, -mul_eq_mul_left_iff, -mul_eq_mul_right_iff] <;>
      first
        | ring1
        | linear_combination 2 * h
  -- weights of the two pairs of modes on the end sites
  have w1 : (a : ℂ) * (a / (2 * p * (p + q))) = q / (2 * (p + q)) := by
    rw [← mul_div_assoc, div_eq_div_iff n1 n3]
    linear_combination (2 * ((p : ℂ) + q)) * h
  have w2 : (a : ℂ) * (a / (2 * q * (p + q))) = p / (2 * (p + q)) := by
    rw [← mul_div_assoc, div_eq_div_iff n2 n3]
    linear_combination (2 * ((p : ℂ) + q)) * h
  have w3 : (2 * ((p : ℂ) + q))⁻¹ = ((p : ℂ) + q)⁻¹ / 2 := by
    rw [mul_inv]
    ring
  rw [endAmplitude, propagator_entry _ _ _ _ _
    (by intro k; fin_cases k; exacts [n1, n2, n1, n2]) hH hR, Fin.sum_univ_four]
  simp only [hexp]
  simp [modes, -mul_eq_mul_left_iff, -mul_eq_mul_right_iff]
  linear_combination (-2 * Complex.I * Complex.sin (p * t)) * w1 +
    (2 * Complex.I * Complex.sin (q * t)) * w2 +
    (2 * Complex.I * (p * Complex.sin (q * t) - q * Complex.sin (p * t))) * w3
```

## When the modulus reaches one

The bound follows from $-1\le\sin\le1$ and the positivity of $p$ and $q$. In the equality case, nonnegative terms such as $p(1-\sin qt)$ and $q(1+\sin pt)$ sum to zero, so each vanishes.

```lean
/-- The modulus of the end-to-end amplitude never exceeds one, and it equals one exactly when
`sin(qt)` and `sin(pt)` are `1` and `-1`, in either order. -/
theorem perfect_transfer_iff {a b p q : ℝ} (hp : 0 < p) (hq : 0 < q) (ha : a ^ 2 = p * q)
    (hb : b = p - q) (t : ℝ) :
    ‖endAmplitude a b t‖ ≤ 1 ∧ (‖endAmplitude a b t‖ = 1 ↔
      (Real.sin (q * t) = 1 ∧ Real.sin (p * t) = -1) ∨
      (Real.sin (q * t) = -1 ∧ Real.sin (p * t) = 1)) := by
  have hs : 0 < p + q := add_pos hp hq
  rw [endAmplitude_eq hp hq ha hb, norm_mul, Complex.norm_I, one_mul, Complex.norm_real,
    Real.norm_eq_abs, abs_div, abs_of_pos hs, div_le_one hs, div_eq_one_iff_eq hs.ne']
  have u1 := Real.sin_le_one (q * t)
  have u2 := Real.neg_one_le_sin (q * t)
  have v1 := Real.sin_le_one (p * t)
  have v2 := Real.neg_one_le_sin (p * t)
  generalize Real.sin (q * t) = x at *
  generalize Real.sin (p * t) = y at *
  have a1 := mul_nonneg hp.le (sub_nonneg.mpr u1)
  have a2 := mul_nonneg hp.le (sub_nonneg.mpr u2)
  have b1 := mul_nonneg hq.le (sub_nonneg.mpr v1)
  have b2 := mul_nonneg hq.le (sub_nonneg.mpr v2)
  refine ⟨abs_le.mpr ⟨by linarith, by linarith⟩, ?_, ?_⟩
  · intro h
    rcases (abs_eq hs.le).mp h with h | h
    · exact Or.inl ⟨by nlinarith, by nlinarith⟩
    · exact Or.inr ⟨by nlinarith, by nlinarith⟩
  · rintro (⟨rfl, rfl⟩ | ⟨rfl, rfl⟩)
    · exact (abs_eq hs.le).mpr (Or.inl (by ring))
    · exact (abs_eq hs.le).mpr (Or.inr (by ring))
```

`key` turns a sine of $\pm1$ into a zero cosine; `hm` and `hn` supply the odd multiples of $\pi/2$, from which $t$ is eliminated.

```lean
/-- If the transfer is perfect at some time, the energies `p` and `q` are in a ratio of
odd integers. -/
theorem odd_ratio_of_perfect_transfer {a b p q t : ℝ} (hp : 0 < p) (hq : 0 < q)
    (ha : a ^ 2 = p * q) (hb : b = p - q) (h : ‖endAmplitude a b t‖ = 1) :
    ∃ m n : ℤ, (2 * (m : ℝ) + 1) * p = (2 * (n : ℝ) + 1) * q := by
  have key : ∀ x : ℝ, (Real.sin x = 1 ∨ Real.sin x = -1) → Real.cos x = 0 := by
    intro x hx
    have h1 := Real.sin_sq_add_cos_sq x
    have h2 : Real.cos x ^ 2 = 0 := by
      rcases hx with h | h <;> rw [h] at h1 <;> linarith
    exact (pow_eq_zero_iff two_ne_zero).mp h2
  have hs := (perfect_transfer_iff hp hq ha hb t).2.mp h
  obtain ⟨m, hm⟩ := Real.cos_eq_zero_iff.mp (key (q * t) (by tauto))
  obtain ⟨n, hn⟩ := Real.cos_eq_zero_iff.mp (key (p * t) (by tauto))
  refine ⟨m, n, mul_right_cancel₀ Real.pi_ne_zero ?_⟩
  linear_combination 2 * q * hn - 2 * p * hm
```

## Uniform and engineered couplings

The theorem for the uniform chain holds for all real `t`, negative times included. It excludes modulus 1 at each time, but there is no common bound below 1: since $p/q=(3+\sqrt5)/2$ is irrational, $pt$ and $qt$ come together arbitrarily close, modulo $2\pi$, to any chosen pair of angles, so the modulus comes arbitrarily close to 1 at suitable times. This last fact is not proved in the Lean code. The proof inserts the two energies, assumes equality and reaches `hz`, the integer equation above. Rearranged, it would make 1 an even number, which `omega` rejects.

```lean
/-- In the uniform four-site chain with couplings 1, the end-to-end amplitude has modulus
strictly below one at every real time. -/
theorem uniform_chain_no_perfect_transfer (t : ℝ) : ‖endAmplitude 1 1 t‖ < 1 := by
  have h5 : Real.sqrt 5 ^ 2 = 5 := Real.sq_sqrt (by norm_num)
  have h1 : 1 < Real.sqrt 5 := by nlinarith [Real.sqrt_nonneg 5]
  have hp : 0 < (1 + Real.sqrt 5) / 2 := by linarith
  have hq : 0 < (Real.sqrt 5 - 1) / 2 := by linarith
  have ha : (1 : ℝ) ^ 2 = (1 + Real.sqrt 5) / 2 * ((Real.sqrt 5 - 1) / 2) := by
    linear_combination (-1 / 4 : ℝ) * h5
  have hb : (1 : ℝ) = (1 + Real.sqrt 5) / 2 - (Real.sqrt 5 - 1) / 2 := by ring
  refine lt_of_le_of_ne (perfect_transfer_iff hp hq ha hb t).1 fun h => ?_
  obtain ⟨m, n, hmn⟩ := odd_ratio_of_perfect_transfer hp hq ha hb h
  have hr : Real.sqrt 5 * ((m : ℝ) - n) = -((m : ℝ) + n + 1) := by linear_combination hmn
  have hsq : 5 * ((m : ℝ) - n) ^ 2 = ((m : ℝ) + n + 1) ^ 2 := by
    linear_combination (Real.sqrt 5 * ((m : ℝ) - n) - ((m : ℝ) + n + 1)) * hr -
      ((m : ℝ) - n) ^ 2 * h5
  have hz : 5 * (m - n) ^ 2 = (m + n + 1) ^ 2 := by exact_mod_cast hsq
  -- the integer equation would make 1 an even number
  have hk : ∃ k : ℤ, 2 * k = 1 :=
    ⟨2 * (m - n) ^ 2 - (m - n) * (2 * n + 1) - 2 * n ^ 2 - 2 * n, by linear_combination hz⟩
  obtain ⟨k, hk⟩ := hk
  omega
```

Couplings $\sqrt3,2,\sqrt3$ correspond to $p=3$, $q=1$. At $t=\pi/2$ the sines are $\sin(\pi/2)=1$ and $\sin(3\pi/2)=-1$, so transfer is perfect. Four sites are thus no obstacle in themselves.

```lean
/-- With couplings `√3, 2, √3` the end-to-end amplitude has modulus one at time `π/2`. -/
theorem engineered_chain_perfect_transfer :
    ‖endAmplitude (Real.sqrt 3) 2 (Real.pi / 2)‖ = 1 := by
  have ha : Real.sqrt 3 ^ 2 = 3 * 1 := by
    rw [Real.sq_sqrt (by norm_num)]
    norm_num
  refine (perfect_transfer_iff (p := 3) (q := 1) (by norm_num) (by norm_num) ha
    (by norm_num) _).2.mpr (Or.inl ⟨?_, ?_⟩)
  · rw [one_mul, Real.sin_pi_div_two]
  · rw [show 3 * (Real.pi / 2) = Real.pi / 2 + Real.pi by ring, Real.sin_add_pi,
      Real.sin_pi_div_two]

end

end FourSiteStateTransfer
```

```lean
#print axioms FourSiteStateTransfer.uniform_chain_no_perfect_transfer
#print axioms FourSiteStateTransfer.engineered_chain_perfect_transfer
```

```
'FourSiteStateTransfer.uniform_chain_no_perfect_transfer' depends on axioms: [propext, Classical.choice, Quot.sound]
'FourSiteStateTransfer.engineered_chain_perfect_transfer' depends on axioms: [propext, Classical.choice, Quot.sound]
```
